# Changing the masses of r coordinates leaves each squared frequency no lower than the old one r places below

To compare "the $k$-th level" of two crystals, one must first fix what a numbered level is. Here a sorted spectrum is any non-decreasing list of $n$ real numbers $l_0\le l_1\le\dots\le l_{n-1}$ that belongs to $n$ orthonormal modes, so a degenerate eigenvalue is listed as often as it occurs. The levels are squared frequencies, $l=\omega^2$, and positions are counted from $0$.

The model is a finite harmonic lattice with $n$ displacement coordinates and a real force-constant matrix $\Phi$. The same $\Phi$ serves before and after the substitution. This stands for the Born–Oppenheimer picture, in which isotopes of an element move on the same potential energy surface. Let $l$ be the levels before the substitution and $l'$ those after it. If at most $r$ coordinates change their mass, then
$$l_p\le l'_k\qquad\text{whenever } p+r\le k .$$
With $p=k-r$ this says that making $r$ coordinates heavier cannot push a level below the old level $r$ places beneath it. The masses may also decrease, and $\Phi$ need not be positive semidefinite, so unstable modes with $\omega^2<0$ are allowed.

```lean
import Mathlib

open Matrix

namespace IsotopeInterlacing

noncomputable section
```

## Masses and the dynamical matrix

Each coordinate $i$ carries a mass $m_i>0$, and positivity is part of the type.

```lean
/-- A mass is a positive real number. -/
abbrev Mass := {μ : ℝ // 0 < μ}
```

With $M=\mathrm{diag}(m_0,\dots,m_{n-1})$, the dynamical matrix is $D=M^{-1/2}\Phi M^{-1/2}$. Since $M$ is diagonal, its inverse square root is the diagonal matrix with entries $1/\sqrt{m_i}$.

```lean
variable {n : ℕ}

/-- The mass-weighted force-constant matrix `M^(-1/2) Φ M^(-1/2)`. -/
def dynamicalMatrix (Φ : Matrix (Fin n) (Fin n) ℝ) (m : Fin n → Mass) :
    Matrix (Fin n) (Fin n) ℝ :=
  Matrix.diagonal (fun i => (√(m i : ℝ))⁻¹) * Φ * Matrix.diagonal (fun i => (√(m i : ℝ))⁻¹)
```

Let $m'$ be the masses after the substitution and $D'$ the dynamical matrix built from them. The changed sites are the indices with $m_i\ne m'_i$. An index is one coordinate, which is one atom in a chain with one displacement per atom. In three dimensions an atom owns three coordinates, so each substituted atom adds three to $r$.

```lean
/-- The sites on which two mass distributions differ. -/
def changedSites (m m' : Fin n → Mass) : Finset (Fin n) :=
  Finset.univ.filter (fun i => m i ≠ m' i)
```

Modes $e_0,\dots,e_{n-1}$ satisfy $e_i\cdot e_j=\delta_{ij}$ and $De_k=l_ke_k$.

```lean
/-- The vectors `e k` are orthonormal eigenvectors of `D` with eigenvalues `l k`. -/
def IsModeBasis (D : Matrix (Fin n) (Fin n) ℝ) (l : Fin n → ℝ) (e : Fin n → Fin n → ℝ) : Prop :=
  (∀ i j, e i ⬝ᵥ e j = if i = j then 1 else 0) ∧ ∀ k, D *ᵥ e k = l k • e k
```

A sorted spectrum is a non-decreasing list $l$ for which such modes exist.

```lean
/-- The list `l` is non-decreasing and consists of the eigenvalues belonging to `n` orthonormal
eigenvectors of `D`. -/
def IsSortedSpectrum (D : Matrix (Fin n) (Fin n) ℝ) (l : Fin n → ℝ) : Prop :=
  Monotone l ∧ ∃ e, IsModeBasis D l e
```

Written out in components, the dynamical matrix is $D_{ij}=\Phi_{ij}/\sqrt{m_im_j}$.

```lean
/-- Entries of the dynamical matrix. -/
theorem dynamicalMatrix_apply (Φ : Matrix (Fin n) (Fin n) ℝ) (m : Fin n → Mass) (i j : Fin n) :
    dynamicalMatrix Φ m i j = (√(m i : ℝ))⁻¹ * Φ i j * (√(m j : ℝ))⁻¹ := by
  rw [dynamicalMatrix, Matrix.mul_diagonal, Matrix.diagonal_mul]
```

## From the equation of motion to the eigenvalue problem

An oscillation $u\cos\omega t$ solves $M\ddot u=-\Phi u$ when $\Phi u=wMu$ with $w=\omega^2$. Put $y_i=\sqrt{m_i}\,u_i$. The mass factors next to $u$ cancel:
$$(Dy)_i=\sum_j\frac{\Phi_{ij}}{\sqrt{m_i}\sqrt{m_j}}\sqrt{m_j}\,u_j=\frac{(\Phi u)_i}{\sqrt{m_i}} .$$
Hence $Dy=wy$ means $(\Phi u)_i/\sqrt{m_i}=w\sqrt{m_i}\,u_i$ for every $i$. Multiplying by $\sqrt{m_i}$ gives $(\Phi u)_i=w\,m_iu_i$, and the step can be reversed. In the proof, `h` is the displayed cancellation and `h2` is the multiplication by $\sqrt{m_i}$.

```lean
/-- The mass-weighted displacement `√m u` solves the eigenvalue equation of the dynamical matrix
exactly when `u` solves the equation of motion `Φ u = w M u`. -/
theorem eigen_iff_equation_of_motion (Φ : Matrix (Fin n) (Fin n) ℝ) (m : Fin n → Mass)
    (u : Fin n → ℝ) (w : ℝ) :
    dynamicalMatrix Φ m *ᵥ (fun i => √(m i : ℝ) * u i) = w • (fun i => √(m i : ℝ) * u i) ↔
      Φ *ᵥ u = fun i => w * (m i : ℝ) * u i := by
  have hs : ∀ i, √(m i : ℝ) ≠ 0 := fun i => (Real.sqrt_pos.2 (m i).2).ne'
  have h : ∀ i, (dynamicalMatrix Φ m *ᵥ (fun i => √(m i : ℝ) * u i)) i
      = (√(m i : ℝ))⁻¹ * (Φ *ᵥ u) i := by
    intro i
    simp only [Matrix.mulVec, dotProduct, dynamicalMatrix_apply, Finset.mul_sum]
    refine Finset.sum_congr rfl fun j _ => ?_
    rw [mul_assoc, inv_mul_cancel_left₀ (hs j), mul_assoc]
  rw [funext_iff, funext_iff]
  refine forall_congr' fun i => ?_
  have hsq : √(m i : ℝ) * √(m i : ℝ) = m i := Real.mul_self_sqrt (m i).2.le
  have h2 : √(m i : ℝ) * (w * (√(m i : ℝ) * u i)) = w * (m i : ℝ) * u i := by
    linear_combination w * u i * hsq
  rw [h i, Pi.smul_apply, smul_eq_mul, inv_mul_eq_iff_eq_mul₀ (hs i), h2]
```

## Symmetric force constants have a sorted spectrum

If $\Phi_{ij}=\Phi_{ji}$, then $D_{ij}=D_{ji}$. The spectral theorem supplies $n$ orthonormal eigenvectors, and a permutation `σ` puts the eigenvalues in order. Relabelling the eigenvectors by the same permutation keeps them orthonormal.

```lean
/-- For symmetric force constants the dynamical matrix has a sorted spectrum. -/
theorem exists_sortedSpectrum {Φ : Matrix (Fin n) (Fin n) ℝ} (hΦ : Φ.IsSymm)
    (m : Fin n → Mass) : ∃ l, IsSortedSpectrum (dynamicalMatrix Φ m) l := by
  have hD : (dynamicalMatrix Φ m).IsHermitian := by
    refine Matrix.IsHermitian.ext fun i j => ?_
    rw [star_trivial, dynamicalMatrix_apply, dynamicalMatrix_apply, hΦ.apply i j]
    ring
  let σ := Tuple.sort hD.eigenvalues
  refine ⟨hD.eigenvalues ∘ σ, Tuple.monotone_sort _,
    fun k => (hD.eigenvectorBasis (σ k)).ofLp, fun i j => ?_,
    fun k => hD.mulVec_eigenvectorBasis (σ k)⟩
  have h := orthonormal_iff_ite.mp hD.eigenvectorBasis.orthonormal (σ i) (σ j)
  rw [EuclideanSpace.inner_eq_star_dotProduct, star_trivial, dotProduct_comm] at h
  simpa only [σ.injective.eq_iff] using h
```

The later theorems take sorted spectra as hypotheses and do not mention symmetry separately. A real matrix with a full orthonormal set of real eigenvectors is symmetric anyway.

## Norm and energy in normal modes

Let $E$ be the matrix whose rows are the modes, and let $\Lambda=\mathrm{diag}(l_0,\dots,l_{n-1})$. Orthonormality reads $EE^T=1$. Since $E$ is square, $E^TE=1$ follows, which is completeness. The eigenvalue equations read $DE^T=E^T\Lambda$, so $D=E^T\Lambda E$. For any vector $x$ this gives
$$x\cdot x=|Ex|^2=\sum_j(e_j\cdot x)^2,\qquad x\cdot Dx=(Ex)\cdot\Lambda(Ex)=\sum_jl_j(e_j\cdot x)^2 .$$
The facts `hE`, `hc`, `hDE` and `hD` are these four matrix identities in order.

```lean
/-- Norm and harmonic energy form of a vector, expanded in normal modes. -/
theorem mode_expansion {D : Matrix (Fin n) (Fin n) ℝ} {l : Fin n → ℝ} {e : Fin n → Fin n → ℝ}
    (h : IsModeBasis D l e) (x : Fin n → ℝ) :
    x ⬝ᵥ x = ∑ j, (e j ⬝ᵥ x) ^ 2 ∧ x ⬝ᵥ D *ᵥ x = ∑ j, l j * (e j ⬝ᵥ x) ^ 2 := by
  let E : Matrix (Fin n) (Fin n) ℝ := Matrix.of e
  have hE : E * Eᵀ = 1 := by
    ext i j
    rw [Matrix.one_apply]
    exact h.1 i j
  -- orthonormal modes in full number are complete
  have hc : Eᵀ * E = 1 := mul_eq_one_comm.mp hE
  have hDE : D * Eᵀ = Eᵀ * Matrix.diagonal l := by
    ext i j
    rw [Matrix.mul_diagonal, mul_comm]
    exact congrFun (h.2 j) i
  have hD : D = Eᵀ * Matrix.diagonal l * E := by
    rw [← hDE, Matrix.mul_assoc, hc, Matrix.mul_one]
  constructor
  · have h1 : x ⬝ᵥ x = (E *ᵥ x) ⬝ᵥ (E *ᵥ x) := by
      rw [Matrix.dotProduct_mulVec, ← Matrix.mulVec_transpose, Matrix.mulVec_mulVec, hc,
        Matrix.one_mulVec]
    rw [h1]
    exact Finset.sum_congr rfl fun j _ => (sq (e j ⬝ᵥ x)).symm
  · rw [hD, ← Matrix.mulVec_mulVec, ← Matrix.mulVec_mulVec, Matrix.dotProduct_mulVec,
      Matrix.vecMul_transpose]
    refine Finset.sum_congr rfl fun j _ => ?_
    rw [Matrix.mulVec_diagonal]
    change (e j ⬝ᵥ x) * (l j * (e j ⬝ᵥ x)) = _
    ring
```

## Fewer than n conditions leave a nonzero vector

Suppose $x$ has to be orthogonal to fewer than $n$ given vectors. These conditions form a homogeneous linear system with fewer equations than unknowns, so it has a nonzero solution. In Lean, the matrix with the given vectors as rows maps to a space of smaller dimension and therefore has a nontrivial kernel.

```lean
/-- Fewer than `n` linear conditions leave a nonzero displacement pattern of `n` coordinates. -/
theorem exists_orthogonal {ι : Type} [Fintype ι] (w : ι → Fin n → ℝ)
    (h : Fintype.card ι < n) : ∃ x : Fin n → ℝ, x ≠ 0 ∧ ∀ i, w i ⬝ᵥ x = 0 := by
  obtain ⟨x, hx, h0⟩ := Submodule.exists_mem_ne_zero_of_ne_bot
    (LinearMap.ker_ne_bot_of_finrank_lt (f := (Matrix.of w).mulVecLin) (by simpa using h))
  exact ⟨x, h0, fun i => congrFun (LinearMap.mem_ker.mp hx) i⟩
```

## A test vector at rest on the changed sites

Let $e_j$ be the old modes and $e'_j$ the new ones, and take $p+r\le k$. Require of $x$ that

- $e'_j\cdot x=0$ for all $j>k$, which is $n-1-k$ conditions;
- $x_i=0$ on every changed site, which is at most $r$ conditions;
- $e_j\cdot x=0$ for all $j<p$, which is $p$ conditions.

Together these are at most $n-1-k+r+p\le n-1$ conditions, so a nonzero $x$ exists. In
$$x\cdot Dx=\sum_{i,j}\frac{x_i\Phi_{ij}x_j}{\sqrt{m_im_j}}$$
only unchanged sites contribute, and there the old and new masses agree. Hence $x\cdot Dx=x\cdot D'x$.

The old expansion of $x$ contains only levels $l_j$ with $j\ge p$, each at least $l_p$. The new expansion contains only levels $l'_j$ with $j\le k$, each at most $l'_k$. Therefore
$$l_p\,(x\cdot x)\le x\cdot Dx=x\cdot D'x\le l'_k\,(x\cdot x),$$
and division by $x\cdot x>0$ gives $l_p\le l'_k$.

The code follows the same order. `exists_orthogonal` is applied to the three families joined together, and `omega` does the count. `hhigh`, `hrest` and `hlow` recover the three conditions. `hold`, `hsame` and `hnew` are the three links of the chain, and `hpos` permits the division.

```lean
/-- If the masses differ on at most `r` sites, each new level lies no lower than the old level
`r` places below it. -/
theorem isotope_interlacing {Φ : Matrix (Fin n) (Fin n) ℝ} {m m' : Fin n → Mass}
    {l l' : Fin n → ℝ} (hl : IsSortedSpectrum (dynamicalMatrix Φ m) l)
    (hl' : IsSortedSpectrum (dynamicalMatrix Φ m') l') {r : ℕ}
    (hr : (changedSites m m').card ≤ r) {p k : Fin n} (hpk : (p : ℕ) + r ≤ k) :
    l p ≤ l' k := by
  obtain ⟨hmono, e, he⟩ := hl
  obtain ⟨hmono', e', he'⟩ := hl'
  -- a vector at rest on the changed sites, free of high new modes and of low old modes
  obtain ⟨x, hx0, hx⟩ := exists_orthogonal
    (Sum.elim (fun j : ↥(Finset.Ioi k) => e' j.1)
      (Sum.elim (fun i : ↥(changedSites m m') => (Pi.single i.1 1 : Fin n → ℝ))
        (fun j : ↥(Finset.Iio p) => e j.1))) (by
      simp only [Fintype.card_sum, Fintype.card_coe, Fin.card_Ioi, Fin.card_Iio]
      have := k.isLt
      omega)
  have hhigh : ∀ j, k < j → e' j ⬝ᵥ x = 0 := fun j hj =>
    hx (Sum.inl ⟨j, Finset.mem_Ioi.2 hj⟩)
  have hlow : ∀ j, j < p → e j ⬝ᵥ x = 0 := fun j hj =>
    hx (Sum.inr (Sum.inr ⟨j, Finset.mem_Iio.2 hj⟩))
  have hrest : ∀ i, m i ≠ m' i → x i = 0 := by
    intro i hi
    have h := hx (Sum.inr (Sum.inl ⟨i, by simp [changedSites, hi]⟩))
    simpa using h
  -- the two energy forms agree on this vector
  have hsame : x ⬝ᵥ dynamicalMatrix Φ m *ᵥ x = x ⬝ᵥ dynamicalMatrix Φ m' *ᵥ x := by
    simp only [Matrix.mulVec, dotProduct, Finset.mul_sum, dynamicalMatrix_apply]
    refine Finset.sum_congr rfl fun i _ => Finset.sum_congr rfl fun j _ => ?_
    by_cases hi : m i = m' i
    · by_cases hj : m j = m' j
      · rw [hi, hj]
      · rw [hrest j hj]; ring
    · rw [hrest i hi]; ring
  have hold : l p * (x ⬝ᵥ x) ≤ x ⬝ᵥ dynamicalMatrix Φ m *ᵥ x := by
    rw [(mode_expansion he x).1, (mode_expansion he x).2, Finset.mul_sum]
    refine Finset.sum_le_sum fun j _ => ?_
    rcases lt_or_ge j p with hj | hj
    · simp [hlow j hj]
    · exact mul_le_mul_of_nonneg_right (hmono hj) (sq_nonneg _)
  have hnew : x ⬝ᵥ dynamicalMatrix Φ m' *ᵥ x ≤ l' k * (x ⬝ᵥ x) := by
    rw [(mode_expansion he' x).1, (mode_expansion he' x).2, Finset.mul_sum]
    refine Finset.sum_le_sum fun j _ => ?_
    rcases lt_or_ge k j with hj | hj
    · simp [hhigh j hj]
    · exact mul_le_mul_of_nonneg_right (hmono' hj) (sq_nonneg _)
  have hpos : 0 < x ⬝ᵥ x :=
    lt_of_le_of_ne (Finset.sum_nonneg fun i _ => mul_self_nonneg (x i))
      (fun h => hx0 (dotProduct_self_eq_zero.mp h.symm))
  exact le_of_mul_le_mul_right (hold.trans (hsame.le.trans hnew)) hpos
```

In the statement, `p` and `k` are positions in the two lists, and `hpk` says that they lie at least `r` places apart. The hypothesis `hr` bounds the number of changed sites and puts no limit on the size of the mass changes. Exchanging the two crystals gives the bound from the other side, $l'_p\le l_k$ for $p+r\le k$.

For a finite harmonic model with fixed force constants, these inequalities are a consistency test on vibrational frequencies computed before and after isotopic substitution.

## No changed mass, one spectrum

If no mass changes, then $r=0$ and $p=k$ is allowed. Two sorted spectra of the same dynamical matrix then satisfy $l_k\le l'_k$ and $l'_k\le l_k$, so they are equal. This justifies speaking of the $k$-th level even though the definition only asks for some list with suitable modes.

```lean
/-- The sorted spectrum of a dynamical matrix is unique. -/
theorem sortedSpectrum_unique {Φ : Matrix (Fin n) (Fin n) ℝ} {m : Fin n → Mass}
    {l l' : Fin n → ℝ} (hl : IsSortedSpectrum (dynamicalMatrix Φ m) l)
    (hl' : IsSortedSpectrum (dynamicalMatrix Φ m) l') : l = l' := by
  have h0 : (changedSites m m).card ≤ 0 := by simp [changedSites]
  exact funext fun k => le_antisymm (isotope_interlacing hl hl' h0 (by simp))
    (isotope_interlacing hl' hl h0 (by simp))
```

## A degenerate level that outlasts the substitution

Let $i+r\le j$ and $j+r\le k$, and suppose the old levels at $i$ and $k$ coincide. The bounds from both sides give
$$l_i\le l'_j\le l_k=l_i ,$$
so $l'_j=l_i$. With $i=j-r$ and $k=j+r$, this concerns a level that is at least $(2r+1)$-fold degenerate: after $r$ mass changes its value still stands at position $j$. For the value merely to remain somewhere in the spectrum, $(r+1)$-fold degeneracy is enough: some nonzero combination of the $r+1$ modes is at rest on the changed sites, and it is an eigenvector of $D'$ with the same eigenvalue. The Lean theorem is the statement about position $j$. Its proof first notes that the set of changed sites is the same in both directions, and then applies the interlacing theorem twice.

```lean
/-- If old levels at least `r` places below and above position `j` coincide, then changing at most
`r` masses leaves the new level `j` at that same value. -/
theorem degenerate_level_survives {Φ : Matrix (Fin n) (Fin n) ℝ} {m m' : Fin n → Mass}
    {l l' : Fin n → ℝ} (hl : IsSortedSpectrum (dynamicalMatrix Φ m) l)
    (hl' : IsSortedSpectrum (dynamicalMatrix Φ m') l') {r : ℕ}
    (hr : (changedSites m m').card ≤ r) {i j k : Fin n} (hij : (i : ℕ) + r ≤ j)
    (hjk : (j : ℕ) + r ≤ k) (hdeg : l i = l k) : l' j = l i := by
  have hr' : (changedSites m' m).card ≤ r := by
    have h : changedSites m' m = changedSites m m' := by
      ext i
      simp [changedSites, eq_comm]
    rwa [h]
  exact le_antisymm ((isotope_interlacing hl' hl hr' hjk).trans hdeg.ge)
    (isotope_interlacing hl hl' hr hij)
```

## Two sites worked by hand

Take two uncoupled sites, each held by its own spring, with force constants $1$ and $2$ and both masses equal to $1$. Then
$$D=\begin{pmatrix}1&0\\0&2\end{pmatrix},\qquad (l_0,l_1)=(1,2).$$
Raise the mass of site $1$, the second site, from $1$ to $4$. Its diagonal entry becomes $2/(\sqrt4\,\sqrt4)=1/2$, so
$$D'=\begin{pmatrix}1&0\\0&1/2\end{pmatrix},\qquad (l'_0,l'_1)=(1/2,1).$$
One mass has changed, so $r=1$, and the theorem with $p=0$, $k=1$ demands $l_0\le l'_1$. Both sides equal $1$, so the bound is attained. The stronger inequality $l_1\le l'_1$ fails, since $2>1$; a shift by one place is therefore needed here.

The test vector is visible too. It must vanish on site $1$, and $x=(1,0)$ does. It gives $x\cdot Dx=x\cdot D'x=1$ with $x\cdot x=1$.

The Lean statement records the number of changed sites and the two sorted spectra. The modes are the unit vectors along the two sites, listed in the opposite order after the substitution because the heavy site now has the lower level.

```lean
/-- Two uncoupled sites with force constants 1 and 2: raising the second mass from 1 to 4 changes
the sorted levels from (1, 2) to (1/2, 1), with exactly one changed site. -/
theorem interlacing_sharp :
    let Φ : Matrix (Fin 2) (Fin 2) ℝ := !![1, 0; 0, 2]
    let m : Fin 2 → Mass := ![⟨1, by norm_num⟩, ⟨1, by norm_num⟩]
    let m' : Fin 2 → Mass := ![⟨1, by norm_num⟩, ⟨4, by norm_num⟩]
    (changedSites m m').card = 1 ∧ IsSortedSpectrum (dynamicalMatrix Φ m) ![1, 2] ∧
      IsSortedSpectrum (dynamicalMatrix Φ m') ![1 / 2, 1] := by
  intro Φ m m'
  have h4 : √(4 : ℝ) = 2 := by
    rw [show (4 : ℝ) = 2 ^ 2 by norm_num]
    exact Real.sqrt_sq (by norm_num)
  refine ⟨?_, ⟨?_, ![![1, 0], ![0, 1]], ?_, ?_⟩, ⟨?_, ![![0, 1], ![1, 0]], ?_, ?_⟩⟩
  · have h : changedSites m m' = {1} := by
      ext i
      fin_cases i <;> simp [changedSites, m, m']
    rw [h, Finset.card_singleton]
  · norm_num [Monotone, Fin.forall_fin_two]
  · norm_num [Fin.forall_fin_two, dotProduct, Fin.sum_univ_two]
  · intro k
    ext i
    fin_cases k <;> fin_cases i <;>
      norm_num [Matrix.mulVec, dotProduct, dynamicalMatrix_apply, Fin.sum_univ_two, Φ, m]
  · norm_num [Monotone, Fin.forall_fin_two]
  · norm_num [Fin.forall_fin_two, dotProduct, Fin.sum_univ_two]
  · intro k
    ext i
    fin_cases k <;> fin_cases i <;>
      norm_num [Matrix.mulVec, dotProduct, dynamicalMatrix_apply, Fin.sum_univ_two, Φ, m', h4]

end

end IsotopeInterlacing
```

```lean
#print axioms IsotopeInterlacing.isotope_interlacing
#print axioms IsotopeInterlacing.sortedSpectrum_unique
#print axioms IsotopeInterlacing.degenerate_level_survives
#print axioms IsotopeInterlacing.interlacing_sharp
```

```
'IsotopeInterlacing.isotope_interlacing' depends on axioms: [propext, Classical.choice, Quot.sound]
'IsotopeInterlacing.sortedSpectrum_unique' depends on axioms: [propext, Classical.choice, Quot.sound]
'IsotopeInterlacing.degenerate_level_survives' depends on axioms: [propext, Classical.choice, Quot.sound]
'IsotopeInterlacing.interlacing_sharp' depends on axioms: [propext, Classical.choice, Quot.sound]
```
